# For a Time-Reversal-Symmetric Hamiltonian, T Commutes with the Propagator at All Times Only if H = 0

Take a system with a single level of real energy E, and let time reversal be complex conjugation of its amplitude z, so that Tz = conj(z). Since E is real, T(Ez) = E(Tz), and T commutes with the Hamiltonian. With ħ = 1 the propagator is multiplication by exp(−iEt), and

T(exp(−iEt) z) = exp(iEt) Tz.

Conjugation leaves E alone but changes the sign of i, so T turns forward evolution into backward evolution. It would commute with the propagator only if exp(2iEt) = 1 for all t, which forces E = 0.

The same happens in n dimensions. Let H be an n by n matrix, V a unitary matrix with adjoint V†, and Tv = V conj(v) for a state v. Write U(t) = exp(−itH). If T(Hv) = H(Tv) for every v, then T U(t) = U(−t) T for all real t, and T commutes with U(t) at all times exactly when H = 0. A linear symmetry that commutes with H also commutes with U(t), and its eigenvalues are conserved. The antilinear T does not follow this pattern.

## Conjugation reverses the propagator

The symmetry condition reads V conj(H) conj(v) = H V conj(v). As v runs over all states, so does conj(v), hence V conj(H) = H V. Multiplying by V† on the right gives

V conj(H) V† = H.

Conjugating the exponential series term by term gives conj(U(t)) = exp(it conj(H)). A similarity transformation passes through the exponential in the same way, so

V conj(U(t)) V† = exp(it V conj(H) V†) = exp(itH) = U(−t).

Inserting V†V = 1 then yields the reversal law:

T U(t) v = V conj(U(t)) V† V conj(v) = U(−t) Tv.

Now suppose that T also commutes with U(t) for all t. Then w = Tv satisfies U(t)w = U(−t)w. Differentiating both sides at t = 0 gives −iHw = iHw, so Hw = 0. Every state w has the form Tv, with v = conj(V†w), because then Tv = VV†w = w. Therefore H = 0. Conversely, H = 0 makes U(t) the identity, which commutes with T.

## The value of T on an evolving state

Suppose Tv = cv for a complex number c. A nonzero v of this kind need not exist: it would give T(Tv) = |c|²v, whereas the physical time reversal of a single spin 1/2 has T(Tv) = −v for every v. The reversal law gives T U(t)v = c U(−t)v. The value c persists at all times if this equals c U(t)v for all t. When c ≠ 0, cancelling c and differentiating as before gives Hv = 0. When c = 0, V conj(v) = 0 forces v = 0, and again Hv = 0. Conversely, if Hv = 0, then U(t)v = v and c persists.

For an energy eigenstate, Hv = Ev with E real, the vector exp(iEs) U(s)v has derivative

iE exp(iEs) U(s)v + exp(iEs) U(s)(−iEv) = 0

with respect to s. It keeps its initial value v, so U(t)v = exp(−iEt)v. Hence

T U(t)v = c exp(iEt)v = exp(2iEt) c U(t)v.

The vector changes only by an overall phase, yet for v ≠ 0 and E ≠ 0 its T-value rotates. In general, replacing v by exp(ia)v with a real replaces c by exp(−2ia)c, so c depends on the phase chosen for the vector and is not a property of the physical state. A parity eigenvalue does not depend on this phase, and it is conserved when parity commutes with H.

For simulations with a finite, time-independent H of this symmetry, the reversal law implies a consistency test: propagate for a time t, apply T, propagate for t again, and the result should be T applied to the initial state.

## States, time reversal and the symmetry condition in Lean

The basis states are labelled by a finite type `n`, and matrices have complex entries.

```lean
import Mathlib

open Matrix

namespace TimeReversalEvolution

noncomputable section

variable {n : Type*} [Fintype n] [DecidableEq n]
```

A state is a function `n → ℂ`, its list of amplitudes. On such a function `star` conjugates each amplitude, and `*ᵥ` applies a matrix to a vector. States need not be normalised.

```lean
/-- The antilinear time-reversal map `T v = V conj(v)`. -/
def timeReversal (V : Matrix n n ℂ) (v : n → ℂ) : n → ℂ := V *ᵥ star v
```

The propagator is the matrix exponential, with ħ = 1 and a Hamiltonian that does not depend on time.

```lean
/-- The propagator `exp(-itH)`. -/
def evolution (H : Matrix n n ℂ) (t : ℝ) : Matrix n n ℂ :=
  NormedSpace.exp (t • ((-Complex.I) • H))
```

The symmetry is a hypothesis on the pair V, H. For the usual physical time reversal it stands for the absence of terms that change sign when the motion is reversed, such as the coupling to a fixed external magnetic field.

```lean
/-- The Hamiltonian commutes with time reversal: `T H = H T` on every state. -/
def IsReversible (V H : Matrix n n ℂ) : Prop :=
  ∀ v, timeReversal V (H *ᵥ v) = H *ᵥ timeReversal V v
```

Hermiticity of H is not assumed in the theorems, since the argument does not use it; physical Hamiltonians are included as a special case. Infinite-dimensional spaces, and with them unbounded operators, are not covered.

The first lemma supplies the preimage conj(V†w) found above. In Lean `star V` is the adjoint V†, whereas `star` of a vector is plain conjugation.

```lean
/-- For unitary `V`, every state is the time reverse of some state. -/
theorem timeReversal_surjective {V : Matrix n n ℂ} (hV : V ∈ unitaryGroup n ℂ) :
    Function.Surjective (timeReversal V) := by
  intro w
  refine ⟨star (star V *ᵥ w), ?_⟩
  rw [timeReversal, star_star, Matrix.mulVec_mulVec, Matrix.mem_unitaryGroup_iff.1 hV,
    Matrix.one_mulVec]
```

## Velocities and phases

The Schrödinger equation is stated for the evolving vector, with the derivative written as U(t)(−iHv). The proof differentiates the matrix exponential and then applies the linear map `L`, which sends a matrix M to Mv. The opened scope chooses a norm on matrices, which the Mathlib lemma `hasDerivAt_exp_smul_const` used in the proof requires.

```lean
open scoped Matrix.Norms.Operator in
/-- The Schrödinger equation: the state `exp(-itH) v` has time derivative
`exp(-itH) (-iH v)`. -/
theorem schrodinger (H : Matrix n n ℂ) (v : n → ℂ) (t : ℝ) :
    HasDerivAt (fun s : ℝ => evolution H s *ᵥ v)
      (evolution H t *ᵥ ((-Complex.I) • (H *ᵥ v))) t := by
  let L : Matrix n n ℂ →ₗ[ℝ] (n → ℂ) :=
    { toFun := fun M => M *ᵥ v
      map_add' := fun A B => Matrix.add_mulVec A B v
      map_smul' := fun c A => by simp [Matrix.smul_mulVec] }
  have h := hasDerivAt_exp_smul_const (𝕂 := ℝ) ((-Complex.I) • H) t
  have h2 := (LinearMap.toContinuousLinearMap L).hasFDerivAt.comp_hasDerivAt t h
  refine HasDerivAt.congr_deriv h2 ?_
  change (evolution H t * ((-Complex.I) • H)) *ᵥ v = _
  rw [← Matrix.mulVec_mulVec, Matrix.smul_mulVec]
```

The eigenstate lemma follows the calculation with exp(iEs) U(s)v. Here `hd` is the vanishing derivative, `hc` says that the vector is constant, and `h0` identifies the constant as v. The closing `calc` removes the phase factor.

```lean
/-- A state of energy `E` evolves by the phase `exp(-iEt)`. -/
theorem evolution_eigenstate {H : Matrix n n ℂ} {v : n → ℂ} {E : ℝ}
    (hE : H *ᵥ v = (E : ℂ) • v) (t : ℝ) :
    evolution H t *ᵥ v = Complex.exp (-(Complex.I * E * t)) • v := by
  -- in the rotating frame the state stands still
  have hd : ∀ t : ℝ, HasDerivAt
      (fun s : ℝ => Complex.exp (Complex.I * E * s) • (evolution H s *ᵥ v)) 0 t := by
    intro t
    have h1 : HasDerivAt (fun s : ℝ => Complex.exp (Complex.I * E * s))
        (Complex.exp (Complex.I * E * t) * (Complex.I * E)) t := by
      have h := ((hasDerivAt_id (t : ℂ)).const_mul (Complex.I * E)).cexp.comp_ofReal
      simpa using h
    refine HasDerivAt.congr_deriv (h1.smul (schrodinger H v t)) ?_
    rw [hE, Matrix.mulVec_smul, Matrix.mulVec_smul]
    module
  have hc := is_const_of_deriv_eq_zero (fun s => (hd s).differentiableAt)
    (fun s => (hd s).deriv) t 0
  have h0 : Complex.exp (Complex.I * E * t) • (evolution H t *ᵥ v) = v := by
    simpa [evolution] using hc
  calc evolution H t *ᵥ v
      = Complex.exp (-(Complex.I * E * t)) •
          (Complex.exp (Complex.I * E * t) • (evolution H t *ᵥ v)) := by
        rw [smul_smul, ← Complex.exp_add, neg_add_cancel, Complex.exp_zero, one_smul]
    _ = _ := by rw [h0]
```

The next lemma is the differentiation step: a vector with U(t)w = U(−t)w at all times satisfies Hw = 0.

```lean
/-- A state that evolves identically forwards and backwards in time is annihilated by `H`. -/
theorem mulVec_eq_zero_of_even {H : Matrix n n ℂ} {w : n → ℂ}
    (h : ∀ t : ℝ, evolution H t *ᵥ w = evolution H (-t) *ᵥ w) : H *ᵥ w = 0 := by
  have e : (fun t : ℝ => evolution H t *ᵥ w) = fun t : ℝ => evolution (-H) t *ᵥ w := by
    funext t
    rw [h t]
    simp [evolution]
  have e0 : ∀ A : Matrix n n ℂ, evolution A 0 = 1 := fun A => by simp [evolution]
  -- compare the two velocities at time zero
  have d1 := schrodinger H w 0
  rw [e] at d1
  have q := d1.unique (schrodinger (-H) w 0)
  rw [e0, e0, Matrix.one_mulVec, Matrix.one_mulVec, Matrix.neg_mulVec] at q
  ext i
  have qi := congrFun q i
  simp only [Pi.smul_apply, Pi.neg_apply, smul_eq_mul] at qi
  show (H *ᵥ w) i = 0
  linear_combination (Complex.I / 2) * qi + (H *ᵥ w) i * Complex.I_sq
```

The proof turns on `HasDerivAt.unique`, which says that two derivatives of the same function at the same point are equal. It applies only when both statements concern the same function, and the equation `e` arranges this. Backward evolution under H is forward evolution under −H, so the hypothesis says that `evolution H` and `evolution (-H)` move w along the same curve. The Schrödinger equation gives this curve the velocity −iHw when it is read with H, and iHw when it is read with −H. After `rw [e] at d1`, the first velocity is attached to the second description of the curve, and `unique` equates the two. The rewrite uses an equality of functions of t, and the lemma's hypothesis for all times supplies it. Agreement for t near 0 would already fix the velocity, but agreement at t = 0 alone would say nothing about it. The last line solves −iHw = iHw component by component.

## The reversal law and its consequence

The proof of T U(t) = U(−t) T keeps the order of the derivation by hand. The auxiliary statement `hs` says that conjugating Aw conjugates both factors, with `A.map star` the entrywise conjugate of A. Then `hH` is the identity V conj(H) V† = H, obtained by testing the symmetry on a suitable state u. In `e` the conjugate of the exponential is computed by writing entrywise conjugation as an adjoint followed by a transpose, two operations that pass through the exponential. Finally, `hE` carries V and V† inside by `Matrix.exp_units_conj`.

```lean
/-- Time reversal turns the motion around: `T exp(-itH) = exp(itH) T` if `T H = H T`. -/
theorem timeReversal_evolution {V H : Matrix n n ℂ} (hV : V ∈ unitaryGroup n ℂ)
    (hT : IsReversible V H) (t : ℝ) (v : n → ℂ) :
    timeReversal V (evolution H t *ᵥ v) = evolution H (-t) *ᵥ timeReversal V v := by
  have h1 : V * star V = 1 := Matrix.mem_unitaryGroup_iff.1 hV
  have h2 : star V * V = 1 := Matrix.mem_unitaryGroup_iff'.1 hV
  have hs : ∀ (A : Matrix n n ℂ) (w : n → ℂ), star (A *ᵥ w) = A.map star *ᵥ star w := by
    intro A w
    ext i
    simp [Matrix.mulVec, dotProduct]
  -- the symmetry as a matrix identity
  have hH : V * H.map star * star V = H := by
    apply Matrix.toLin'.injective
    refine LinearMap.ext fun w => ?_
    obtain ⟨u, hu⟩ : ∃ u : n → ℂ, star u = star V *ᵥ w :=
      ⟨star (star V *ᵥ w), star_star _⟩
    have h := hT u
    simp only [timeReversal, hs, hu, Matrix.mulVec_mulVec, h1, Matrix.one_mulVec] at h
    rw [Matrix.toLin'_apply, Matrix.toLin'_apply, mul_assoc]
    exact h
  -- complex conjugation flips the sign of `i`, hence of the time
  have e : (evolution H t).map star
      = NormedSpace.exp ((-t) • ((-Complex.I) • H.map star)) := by
    have h : (evolution H t).map star = (evolution H t)ᴴᵀ := rfl
    rw [h, evolution, ← Matrix.exp_conjTranspose, ← Matrix.exp_transpose]
    congr 1
    ext i j
    simp
  have hE : V * (evolution H t).map star * star V = evolution H (-t) := by
    have c : NormedSpace.exp (V * ((-t) • ((-Complex.I) • H.map star)) * star V)
        = V * NormedSpace.exp ((-t) • ((-Complex.I) • H.map star)) * star V :=
      Matrix.exp_units_conj ⟨V, star V, h1, h2⟩ _
    rw [e, ← c, evolution]
    simp only [mul_smul_comm, smul_mul_assoc, hH]
  rw [← hE]
  simp only [timeReversal, hs, Matrix.mulVec_mulVec, mul_assoc, h2, mul_one]
```

The main equivalence keeps the symmetry as a hypothesis on both sides, and this matters. Without it, a nonzero H that anticommutes with T could have a propagator that commutes with T.

In the forward direction, surjectivity writes an arbitrary w as Tv. The assumed commutation and the reversal law together show that w evolves identically forwards and backwards, and the previous lemma gives Hw = 0. The converse is a simplification at H = 0.

```lean
/-- For unitary `V` and a Hamiltonian with `T H = H T`, time reversal commutes with the propagator
`exp(-itH)` at all times if and only if `H = 0`. -/
theorem timeReversal_commutes_iff {V H : Matrix n n ℂ} (hV : V ∈ unitaryGroup n ℂ)
    (hT : IsReversible V H) :
    (∀ (t : ℝ) (v : n → ℂ),
      timeReversal V (evolution H t *ᵥ v) = evolution H t *ᵥ timeReversal V v) ↔ H = 0 := by
  constructor
  · intro h
    apply Matrix.toLin'.injective
    refine LinearMap.ext fun w => ?_
    obtain ⟨v, rfl⟩ := timeReversal_surjective hV w
    rw [Matrix.toLin'_apply, map_zero, LinearMap.zero_apply]
    exact mulVec_eq_zero_of_even fun t => by
      rw [← h t v, timeReversal_evolution hV hT]
  · rintro rfl t v
    simp [evolution]
```

## Which T-values persist

The next theorem concerns one state with Tv = cv. It does not say that such values are never constant: they are constant precisely on states annihilated by H. The proof separates c = 0, where v must vanish, from c ≠ 0, where `smul_right_injective` cancels c. In the other direction, the eigenstate lemma with E = 0 shows that v stands still.

```lean
/-- For unitary `V` and a Hamiltonian with `T H = H T`, a state with `T v = c v` keeps this value
`c` at all times if and only if `H v = 0`. -/
theorem eigenvalue_conserved_iff {V H : Matrix n n ℂ} (hV : V ∈ unitaryGroup n ℂ)
    (hT : IsReversible V H) {v : n → ℂ} {c : ℂ} (hv : timeReversal V v = c • v) :
    (∀ t : ℝ, timeReversal V (evolution H t *ᵥ v) = c • (evolution H t *ᵥ v)) ↔
      H *ᵥ v = 0 := by
  constructor
  · intro h
    by_cases hc : c = 0
    · -- `T` annihilates only the zero vector
      have h0 : star v = 0 := by
        calc star v = star V *ᵥ timeReversal V v := by
              rw [timeReversal, Matrix.mulVec_mulVec, Matrix.mem_unitaryGroup_iff'.1 hV,
                Matrix.one_mulVec]
          _ = 0 := by rw [hv, hc, zero_smul, Matrix.mulVec_zero]
      rw [star_eq_zero.1 h0, Matrix.mulVec_zero]
    · refine mulVec_eq_zero_of_even fun t => smul_right_injective _ hc ?_
      change c • (evolution H t *ᵥ v) = c • (evolution H (-t) *ᵥ v)
      rw [← h t, timeReversal_evolution hV hT, hv, Matrix.mulVec_smul]
  · intro h t
    have hs : evolution H t *ᵥ v = v := by
      have h0 := evolution_eigenstate (H := H) (v := v) (E := 0) (by simp [h]) t
      simpa using h0
    rw [hs, hv]
```

For an eigenstate of real energy E, the rate of rotation is explicit. The identity `k` splits exp(iEt) into exp(2iEt) exp(−iEt), and the second factor is absorbed into the evolved state.

```lean
/-- If `T H = H T`, then for a state of energy `E` with `T v = c v`, the value of `T` on the evolved
state is `exp(2iEt) c`. -/
theorem eigenvalue_rotates {V H : Matrix n n ℂ} (hV : V ∈ unitaryGroup n ℂ)
    (hT : IsReversible V H) {v : n → ℂ} {c : ℂ} {E : ℝ} (hv : timeReversal V v = c • v)
    (hE : H *ᵥ v = (E : ℂ) • v) (t : ℝ) :
    timeReversal V (evolution H t *ᵥ v)
      = (Complex.exp (2 * Complex.I * E * t) * c) • (evolution H t *ᵥ v) := by
  have k : Complex.exp (-(Complex.I * E * ((-t : ℝ) : ℂ)))
      = Complex.exp (2 * Complex.I * E * t) * Complex.exp (-(Complex.I * E * t)) := by
    rw [← Complex.exp_add]
    congr 1
    push_cast
    ring
  rw [timeReversal_evolution hV hT, hv, Matrix.mulVec_smul, evolution_eigenstate hE,
    evolution_eigenstate hE, k]
  module
```

## A two-level system with T H = H T and H ≠ 0

The Pauli matrices V = σx and H = σy show that the assumptions admit a nonzero Hermitian Hamiltonian. Since conj(σy) = −σy and σx σy σx = −σy, we have V conj(H) V† = σy = H. The model is an abstract two-level system, not a spin 1/2 in a magnetic field: physical time reversal of a spin uses V = σy up to a phase and changes the sign of every spin component.

The Lean statement lists unitarity, Hermiticity, H ≠ 0 and the symmetry, and each is checked on the matrix entries or vector components.

```lean
/-- The unitary `V = σx` and the nonzero Hermitian Hamiltonian `H = σy` satisfy `T H = H T`. -/
theorem isReversible_witness :
    (!![0, 1; 1, 0] : Matrix (Fin 2) (Fin 2) ℂ) ∈ unitaryGroup (Fin 2) ℂ ∧
    (!![0, -Complex.I; Complex.I, 0] : Matrix (Fin 2) (Fin 2) ℂ).IsHermitian ∧
    (!![0, -Complex.I; Complex.I, 0] : Matrix (Fin 2) (Fin 2) ℂ) ≠ 0 ∧
    IsReversible !![0, 1; 1, 0] !![0, -Complex.I; Complex.I, 0] := by
  refine ⟨?_, ?_, ?_, ?_⟩
  · rw [Matrix.mem_unitaryGroup_iff]
    ext i j
    fin_cases i <;> fin_cases j <;>
      simp [Matrix.mul_apply, Fin.sum_univ_succ, Matrix.star_eq_conjTranspose]
  · ext i j
    fin_cases i <;> fin_cases j <;> simp
  · intro h
    have h10 := congrFun (congrFun h 1) 0
    simp at h10
  · intro v
    ext i
    fin_cases i <;> simp [timeReversal, Matrix.mulVec, dotProduct, Fin.sum_univ_succ]

end

end TimeReversalEvolution
```

```lean
#print axioms TimeReversalEvolution.timeReversal_commutes_iff
-- 'TimeReversalEvolution.timeReversal_commutes_iff' depends on axioms: [propext, Classical.choice, Quot.sound]
#print axioms TimeReversalEvolution.eigenvalue_conserved_iff
-- 'TimeReversalEvolution.eigenvalue_conserved_iff' depends on axioms: [propext, Classical.choice, Quot.sound]
#print axioms TimeReversalEvolution.eigenvalue_rotates
-- 'TimeReversalEvolution.eigenvalue_rotates' depends on axioms: [propext, Classical.choice, Quot.sound]
```
